# The 1–4–1 spline matrix acts on interior slopes as a three-point stencil with zero end slopes

The failing declaration, `splineMatrix_mulVec`, concerns a finite list of `n` real slopes at the interior knots of a spline, with the slopes at the two end knots set to zero. It says that multiplying this list by the `n × n` matrix with 4 on the diagonal and 1 on the two neighbouring diagonals gives, at each interior knot, the slope before it plus four times its own slope plus the slope after it. Since `i` counts from zero, the entry at `i` belongs to knot `i + 1`. The attempt writes `v` in terms of its padded version `padZero v`, splits the matrix-vector sum into one sum per diagonal, and evaluates each of the three.

This version doesn't compile in Lean 4 with Mathlib:

```lean
import Mathlib

open Matrix

namespace SplineMatrixMulVec

noncomputable section

/-- The `n × n` spline matrix, with 4 on the diagonal and 1 on the two neighbouring diagonals. -/
def splineMatrix (n : ℕ) : Matrix (Fin n) (Fin n) ℝ :=
  Matrix.of fun i j => (if (j : ℕ) = i then 4 else 0) + (if (j : ℕ) + 1 = i then 1 else 0)
    + (if (j : ℕ) = i + 1 then 1 else 0)

/-- Places a vector of `n` interior slopes on the knots `1, ..., n`, with zero elsewhere. -/
def padZero {n : ℕ} (v : Fin n → ℝ) (j : ℕ) : ℝ :=
  if h : 1 ≤ j ∧ j ≤ n then v ⟨j - 1, by omega⟩ else 0

/-- The padded vector carries the `j`-th interior slope, counted from zero, at knot `j + 1`. -/
theorem padZero_succ {n : ℕ} (v : Fin n → ℝ) (j : Fin n) : padZero v (j + 1) = v j := by
  have := j.isLt
  unfold padZero
  split_ifs with h
  · rfl
  · exact (h ⟨by omega, by omega⟩).elim

/-- The spline matrix acts on interior slopes as the stencil `m_{j-1} + 4 m_j + m_{j+1}` with
zero end slopes. -/
theorem splineMatrix_mulVec {n : ℕ} (v : Fin n → ℝ) (i : Fin n) :
    (splineMatrix n *ᵥ v) i = padZero v i + 4 * padZero v (i + 1) + padZero v (i + 2) := by
  have hv : v = fun j : Fin n => padZero v (j + 1) := by
    funext j
    have := j.isLt
    exact (dif_pos (⟨by omega, by omega⟩ : 1 ≤ (j : ℕ) + 1 ∧ (j : ℕ) + 1 ≤ n)).symm
  have h0 : padZero v 0 = 0 := by simp [padZero]
  have h1 : padZero v (n + 1) = 0 := by simp [padZero]
  generalize padZero v = m at hv h0 h1 ⊢
  subst hv
  obtain ⟨i, hi⟩ := i
  -- each of the three diagonals contributes one term
  have s1 : ∑ j ∈ Finset.range n, (if j = i then (4 : ℝ) else 0) * m (j + 1)
      = 4 * m (i + 1) := by simp [hi]
  have s2 : ∑ j ∈ Finset.range n, (if j + 1 = i then (1 : ℝ) else 0) * m (j + 1) = m i := by
    rcases i with _ | k
    · simp [h0]
    · simp [show k < n by omega]
  have s3 : ∑ j ∈ Finset.range n, (if j = i + 1 then (1 : ℝ) else 0) * m (j + 1)
      = m (i + 2) := by
    by_cases h : i + 1 < n
    · simp [h]
    · rw [show i + 2 = n + 1 by omega, h1]
      apply Finset.sum_eq_zero
      intro j hj
      have := Finset.mem_range.1 hj
      rw [if_neg (by omega), zero_mul]
  refine (Fin.sum_univ_eq_sum_range (fun j => ((if j = i then (4 : ℝ) else 0)
    + (if j + 1 = i then 1 else 0) + (if j = i + 1 then 1 else 0)) * m (j + 1)) n).trans ?_
  simp only [add_mul, Finset.sum_add_distrib]
  rw [s1, s2, s3]
  ring

end

end SplineMatrixMulVec
```

Compiling this gives:

```
Main.lean:33:4: error: Type mismatch
  Eq.symm
    (dif_pos
      ⟨Decidable.byContradiction fun a => splineMatrix_mulVec._proof_1_1 j a,
        Decidable.byContradiction fun a => splineMatrix_mulVec._proof_1_2 j this a⟩)
has type
  ?m.85 ⋯ = dite (1 ≤ ↑j + 1 ∧ ↑j + 1 ≤ n) ?m.85 ?m.86
but is expected to have type
  v j = padZero v (↑j + 1)
```

What went wrong. The error lies in the proof of `hv`, where the goal is `v j = padZero v (↑j + 1)`. The term offered is `dif_pos` reversed, a general fact that an `if` with a true condition equals its first branch. The bounds are not at fault, since the message shows both `omega` proofs filled in.

What is missing is the branches, which the message still shows as the unknowns `?m.85` and `?m.86`. To fit the goal, Lean had to match `?m.85`, applied to a proof of the bounds, with `v j`, and the general `dite` with `padZero v (↑j + 1)`, whose `if` is hidden inside a definition. The first match does not by itself determine the branch function, and Lean did not recover it from the definition, so it reported a type mismatch.

The repair uses `padZero_succ v j`, already proved in the file by unfolding `padZero` explicitly. It states `padZero v (j + 1) = v j`, so its `.symm` is the goal, with no branches to infer. Removing `have := j.isLt` is mere tidying, as it only served `omega`.

The change, after which it compiles:

```diff
@@ -30,6 +30,5 @@
   have hv : v = fun j : Fin n => padZero v (j + 1) := by
     funext j
-    have := j.isLt
-    exact (dif_pos (⟨by omega, by omega⟩ : 1 ≤ (j : ℕ) + 1 ∧ (j : ℕ) + 1 ≤ n)).symm
+    exact (padZero_succ v j).symm
   have h0 : padZero v 0 = 0 := by simp [padZero]
   have h1 : padZero v (n + 1) = 0 := by simp [padZero]
```
